# The position matrix element between successive orthonormal polynomials is the ratio of their leading coefficients

Take real polynomials `p 0, …, p (m + 1)`, with `p i` of degree `i`, orthonormal for a linear functional `I` in the sense that `I (p i * p j)` is 1 when `i = j` and 0 otherwise. The lemma concerns the matrix element of multiplication by the variable, the position operator in this setting, between `p m` and `p (m + 1)`. It says that `I (X * p m * p (m + 1))` times the leading coefficient of `p (m + 1)` equals the leading coefficient of `p m`. The proof expands `X * p m` in the orthonormal polynomials and compares coefficients of degree `m + 1`, to which only the `p (m + 1)` term of the expansion contributes.

The failing Lean file:

```lean
import Mathlib

open Polynomial
open scoped Matrix

namespace TruncatedPosition

noncomputable section

/-- The polynomials `p 0, …, p n` have degrees `0, …, n` and are orthonormal for the linear
functional `I`. -/
structure IsOrthonormalUpTo (I : ℝ[X] →ₗ[ℝ] ℝ) (p : ℕ → ℝ[X]) (n : ℕ) : Prop where
  natDegree_eq : ∀ i ≤ n, (p i).natDegree = i
  orthonormal : ∀ i ≤ n, ∀ j ≤ n, I (p i * p j) = if i = j then 1 else 0

variable {I : ℝ[X] →ₗ[ℝ] ℝ} {p : ℕ → ℝ[X]} {n m : ℕ}

lemma coeff_self_ne_zero (h : IsOrthonormalUpTo I p n) {k : ℕ} (hk : k ≤ n) :
    (p k).coeff k ≠ 0 := by
  have hne : p k ≠ 0 := by
    intro h0
    have h1 := h.orthonormal k hk k hk
    simp [h0] at h1
  have h2 := leadingCoeff_ne_zero.mpr hne
  rwa [leadingCoeff, h.natDegree_eq k hk] at h2

lemma exists_coefficients (h : IsOrthonormalUpTo I p n) (k : ℕ) (hk : k ≤ n + 1) :
    ∀ q : ℝ[X], (∀ l, k ≤ l → q.coeff l = 0) →
      ∃ c : ℕ → ℝ, q = ∑ i ∈ Finset.range k, c i • p i := by
  induction k with
  | zero =>
    intro q hq
    refine ⟨fun _ => 0, ?_⟩
    ext l
    simp [hq l (Nat.zero_le l)]
  | succ k ih =>
    intro q hq
    have hlead := coeff_self_ne_zero h (show k ≤ n by omega)
    -- subtract the multiple of `p k` that removes the top coefficient
    obtain ⟨c, hc⟩ := ih (by omega) (q - (q.coeff k / (p k).coeff k) • p k) (by
      intro l hl
      rw [coeff_sub, coeff_smul, smul_eq_mul]
      rcases Nat.eq_or_lt_of_le hl with rfl | hlt
      · rw [div_mul_cancel₀ _ hlead, sub_self]
      · have hp : (p k).coeff l = 0 := coeff_eq_zero_of_natDegree_lt (by
          rw [h.natDegree_eq k (by omega)]; exact hlt)
        rw [hq l hlt, hp, mul_zero, sub_zero])
    refine ⟨fun i => if i = k then q.coeff k / (p k).coeff k else c i, ?_⟩
    have hs : ∑ i ∈ Finset.range k,
        (if i = k then q.coeff k / (p k).coeff k else c i) • p i
        = ∑ i ∈ Finset.range k, c i • p i := by
      refine Finset.sum_congr rfl fun i hi => ?_
      rw [if_neg (Finset.mem_range.mp hi).ne]
    rw [Finset.sum_range_succ, hs, ← hc]
    beta_reduce
    rw [if_pos rfl, sub_add_cancel]

/-- A polynomial of degree below `k` is the sum of its components along `p 0, …, p (k-1)`. -/
theorem expansion (h : IsOrthonormalUpTo I p n) {k : ℕ} (hk : k ≤ n + 1) {q : ℝ[X]}
    (hq : q.natDegree < k) : q = ∑ i ∈ Finset.range k, I (q * p i) • p i := by
  obtain ⟨c, hc⟩ := exists_coefficients h k hk q
    (fun l hl => coeff_eq_zero_of_natDegree_lt (lt_of_lt_of_le hq hl))
  have key : ∀ i ∈ Finset.range k, I (q * p i) = c i := by
    intro i hi
    have hi' := Finset.mem_range.mp hi
    have hterm : ∀ j ∈ Finset.range k, I (c j • p j * p i) = if j = i then c j else 0 := by
      intro j hj
      have hj' := Finset.mem_range.mp hj
      rw [smul_mul_assoc, map_smul, h.orthonormal j (by omega) i (by omega)]
      simp
    rw [hc, Finset.sum_mul, map_sum, Finset.sum_congr rfl hterm, Finset.sum_ite_eq', if_pos hi]
  exact hc.trans (Finset.sum_congr rfl fun i hi => by rw [key i hi])

lemma natDegree_X_mul_lt (h : IsOrthonormalUpTo I p n) {i : ℕ} (hi : i ≤ n) :
    (X * p i).natDegree < i + 2 := by
  have h1 : (X * p i).natDegree ≤ (X : ℝ[X]).natDegree + (p i).natDegree := natDegree_mul_le
  rw [natDegree_X, h.natDegree_eq i hi] at h1
  omega

/-- If `p 0, …, p (m + 1)` have degrees `0, …, m + 1` and are orthonormal, the coupling between the
last retained polynomial `p m` and the first discarded one `p (m + 1)` is the ratio of their leading
coefficients, written here without division. -/
theorem coupling_mul_leadingCoeff (h : IsOrthonormalUpTo I p (m + 1)) :
    I (X * p m * p (m + 1)) * (p (m + 1)).leadingCoeff = (p m).leadingCoeff := by
  have hd := natDegree_X_mul_lt h (show m ≤ m + 1 by omega)
  have e := congrArg (fun q : ℝ[X] => q.coeff (m + 1)) (expansion h le_rfl hd)
  have hz : (∑ i ∈ Finset.range (m + 1), I (X * p m * p i) • p i).coeff (m + 1) = 0 := by
    rw [finset_sum_coeff]
    refine Finset.sum_eq_zero fun i hi => ?_
    have hi' := Finset.mem_range.mp hi
    rw [coeff_smul, coeff_eq_zero_of_natDegree_lt (by
      rw [h.natDegree_eq i (by omega)]; exact hi'), smul_zero]
  dsimp only at e
  rw [coeff_X_mul, Finset.sum_range_succ, coeff_add, hz, zero_add, coeff_smul,
    smul_eq_mul] at e
  rw [leadingCoeff, leadingCoeff, h.natDegree_eq (m + 1) le_rfl, h.natDegree_eq m (by omega)]
  exact e.symm

end

end TruncatedPosition
```

Lean reports:

```
Main.lean:88:8: warning: `Polynomial.finset_sum_coeff` has been deprecated: Use `Polynomial.finsetSum_coeff` instead
Main.lean:93:2: error: `dsimp` made no progress
```

The error is at `dsimp only at e`. The hypothesis `e` comes from applying `congrArg` to the function that takes a polynomial to its coefficient of degree `m + 1`. The `dsimp only` was there to evaluate that function on both sides, so that the coefficients would stand in plain view for the rewrites that follow. But Lean had already done this when it formed the type of `e`. Nothing was left to simplify, and `dsimp` fails when it changes nothing. Deleting the line cures the error, and the next `rw`, starting with `coeff_X_mul`, works on `e` as it stands.

The other message is only a warning that `finset_sum_coeff` is a deprecated name. The diff puts the current name, `finsetSum_coeff`, in its place, which clears the warning but is mere tidying and has no part in curing the error.

Lean accepts the file once it reads:

```diff
@@ -86,10 +86,10 @@
   have e := congrArg (fun q : ℝ[X] => q.coeff (m + 1)) (expansion h le_rfl hd)
   have hz : (∑ i ∈ Finset.range (m + 1), I (X * p m * p i) • p i).coeff (m + 1) = 0 := by
-    rw [finset_sum_coeff]
+    rw [finsetSum_coeff]
     refine Finset.sum_eq_zero fun i hi => ?_
     have hi' := Finset.mem_range.mp hi
     rw [coeff_smul, coeff_eq_zero_of_natDegree_lt (by
       rw [h.natDegree_eq i (by omega)]; exact hi'), smul_zero]
-  dsimp only at e
+
   rw [coeff_X_mul, Finset.sum_range_succ, coeff_add, hz, zero_add, coeff_smul,
     smul_eq_mul] at e
```
